# The Dolgov–Zakharov spectral density tends to a unit delta function as the fermion mass vanishes

In natural units, a fermion of mass $m>0$ runs round the triangle graph that joins an axial current to two real photons. Let $s$ be the squared invariant mass of the intermediate fermion pair, and $b$ (often written $\beta$) the velocity of each fermion in the pair's rest frame. Then

$$s=\frac{4m^2}{1-b^2},\qquad v(s)=\sqrt{1-\frac{4m^2}{s}},\qquad \rho_m(s)=\frac{2m^2}{s^2}\ln\frac{1+v}{1-v}\quad(s>4m^2).$$

Here $v(s)$ recovers $b$ from $s$. The density $\rho_m$ is normalised to unit area, with the couplings and the anomaly coefficient removed. The question is what remains of this continuum when $m\to0^+$.

## A continuum that shrinks to a massless pole

Write $w(b)=b\ln\frac{1+b}{1-b}$. For every $m>0$,

$$\int_{4m^2}^\infty\rho_m(s)\,\varphi(s)\,ds=\int_0^1 w(b)\,\varphi\!\left(\frac{4m^2}{1-b^2}\right)db .$$

If $\varphi$ is measurable, bounded on $s>0$ and continuous at $0$, both sides tend to $\varphi(0)$ as $m\to0^+$. The choice $\varphi(s)=1/(s+Q^2)$, where $Q^2=-q^2>0$ and $q$ is the spacelike four-momentum carried by the axial current (metric $+,-,-,-$), gives the pole $1/Q^2$.

## Dispersion integrals at small mass

A code that evaluates this one-loop dispersion integral, with real photons and a single fermion mass, meets a density concentrated on the scale $m^2$. In the variable $b$ the interval and the weight stay fixed. The weight has an integrable logarithm at $b=1$. For $m\ll|Q|$ the kernel $1/(s+Q^2)$ also falls from near $1/Q^2$ to $0$ there, in a layer of width about $2m^2/Q^2$, so a quadrature needs care near that endpoint. The unit area checks the normalisation at any positive mass.

## From the velocity weight to the limit

The weight has the primitive

$$W(b)=b-\frac{1-b^2}{2}\ln\frac{1+b}{1-b},\qquad W'(b)=1+b\ln\frac{1+b}{1-b}-1=w(b).$$

Since $x\ln x\to0$ as $x\to0^+$, $W$ extends continuously to $W(1)=1$. With $W(0)=0$, this gives $\int_0^1w\,db=1$.

For the change of variable,

$$ds=\frac{8m^2b}{(1-b^2)^2}\,db,\qquad \frac{2m^2}{s^2}=\frac{(1-b^2)^2}{8m^2},$$

so $\rho_m\,ds=w\,db$. Setting $\varphi=1$ gives $\rho_m$ unit area.

At fixed $b<1$, $4m^2/(1-b^2)\to0$, so $\varphi$ at that point tends to $\varphi(0)$. If $|\varphi|\le C$ on $s>0$, the integrand is bounded by $C\,w(b)$, which is integrable. Dominated convergence gives $\varphi(0)\int_0^1w\,db=\varphi(0)$.

## Area below a fixed cutoff

Let $\varphi$ be $1$ for $s\le1$ and $0$ above. For $4m^2<1$ the integral is $W(\sqrt{1-4m^2})$.

- At $m=0.3$, $v=0.8$ and the area is $0.8-0.18\ln9\approx0.404$.
- At $m=0.1$, $v\approx0.9798$ and the area is about $0.888$.

A cutoff in $s$ therefore still loses 11% of the area when it lies at $100\,m^2$.

## The Lean file

```lean
import Mathlib

open MeasureTheory Set Filter Topology

noncomputable section

namespace AnomalySpectralFunction

/-- The weight `b ln((1+b)/(1-b))` of the fermion velocity `b`, for `-1 < b < 1`. -/
def velocityWeight (b : ℝ) : ℝ := b * Real.log ((1 + b) / (1 - b))

/-- Squared invariant mass `4m²/(1-b²)` of a pair of fermions of mass `m` that move with
velocity `b` in their centre-of-mass frame, for `-1 < b < 1`. -/
def pairMassSq (m b : ℝ) : ℝ := 4 * m ^ 2 / (1 - b ^ 2)

/-- Velocity `√(1-4m²/s)` of each fermion in a pair of squared invariant mass `s`,
for `s > 0` and `s ≥ 4m²`. -/
def velocity (m s : ℝ) : ℝ := Real.sqrt (1 - 4 * m ^ 2 / s)

/-- The Dolgov-Zakharov spectral density `(2m²/s²) ln((1+v)/(1-v))`, with `v` the velocity at
squared invariant mass `s`, for `m ≠ 0` and `s ≥ 4m²`. -/
def spectralDensity (m s : ℝ) : ℝ :=
  2 * m ^ 2 / s ^ 2 * Real.log ((1 + velocity m s) / (1 - velocity m s))

/-- A primitive of the velocity weight, written so that it is continuous up to `b = 1`. -/
def weightPrimitive (b : ℝ) : ℝ :=
  b - (1 - b) * ((1 + b) * Real.log (1 + b)) / 2 + (1 + b) * ((1 - b) * Real.log (1 - b)) / 2

/-- For velocities between 0 and 1 the derivative of the primitive is the velocity weight. -/
theorem hasDerivAt_weightPrimitive {b : ℝ} (hb : b ∈ Ioo (0 : ℝ) 1) :
    HasDerivAt weightPrimitive (velocityWeight b) b := by
  have n1 : 1 + b ≠ 0 := by linarith [hb.1]
  have n2 : 1 - b ≠ 0 := by linarith [hb.2]
  have h1 : HasDerivAt (fun x : ℝ => 1 + x) 1 b := (hasDerivAt_id' b).const_add 1
  have h2 : HasDerivAt (fun x : ℝ => 1 - x) (-1) b := (hasDerivAt_id' b).const_sub 1
  have h := ((hasDerivAt_id' b).fun_sub
    ((h2.fun_mul (h1.fun_mul (h1.log n1))).div_const 2)).fun_add
    ((h1.fun_mul (h2.fun_mul (h2.log n2))).div_const 2)
  refine h.congr_deriv ?_
  rw [velocityWeight, Real.log_div n1 n2]
  have e1 : (1 + b) * (1 / (1 + b)) = 1 := mul_one_div_cancel n1
  have e2 : (1 - b) * (-1 / (1 - b)) = -1 := mul_div_cancel₀ (-1) n2
  linear_combination (-(1 - b) / 2) * e1 + ((1 + b) / 2) * e2

/-- The velocity weight is nonnegative for velocities between 0 and 1. -/
theorem velocityWeight_nonneg {b : ℝ} (hb : b ∈ Ioo (0 : ℝ) 1) : 0 ≤ velocityWeight b := by
  have h0 := hb.1
  have h1 : 0 < 1 - b := by linarith [hb.2]
  refine mul_nonneg h0.le (Real.log_nonneg ?_)
  rw [le_div_iff₀ h1]
  linarith

/-- The velocity weight is integrable over `(0,1)` and its integral is one. -/
theorem velocityWeight_integral :
    IntegrableOn velocityWeight (Ioo 0 1) ∧ ∫ b in Ioo (0 : ℝ) 1, velocityWeight b = 1 := by
  -- `x ln x` is continuous at zero, which tames the endpoint `b = 1`
  have c1 : Continuous fun b : ℝ => (1 + b) * Real.log (1 + b) :=
    Real.continuous_mul_log.comp (continuous_const.add continuous_id)
  have c2 : Continuous fun b : ℝ => (1 - b) * Real.log (1 - b) :=
    Real.continuous_mul_log.comp (continuous_const.sub continuous_id)
  have hc : Continuous weightPrimitive :=
    (continuous_id.sub (((continuous_const.sub continuous_id).mul c1).div_const 2)).add
      (((continuous_const.add continuous_id).mul c2).div_const 2)
  have hi : IntegrableOn velocityWeight (Ioc 0 1) :=
    intervalIntegral.integrableOn_deriv_of_nonneg hc.continuousOn
      (fun b hb => hasDerivAt_weightPrimitive hb) (fun b hb => velocityWeight_nonneg hb)
  refine ⟨hi.mono_set Ioo_subset_Ioc_self, ?_⟩
  rw [← integral_Ioc_eq_integral_Ioo, ← intervalIntegral.integral_of_le zero_le_one,
    intervalIntegral.integral_eq_sub_of_hasDerivAt_of_le zero_le_one hc.continuousOn
      (fun b hb => hasDerivAt_weightPrimitive hb)
      ((intervalIntegrable_iff_integrableOn_Ioc_of_le zero_le_one).2 hi)]
  simp [weightPrimitive]

/-- For `m > 0` and `0 < b < 1`, a pair built with velocity `b` has velocity `b`. -/
theorem velocity_pairMassSq {m b : ℝ} (hm : 0 < m) (hb : b ∈ Ioo (0 : ℝ) 1) :
    velocity m (pairMassSq m b) = b := by
  have hD : 1 - b ^ 2 ≠ 0 := by nlinarith [hb.1, hb.2]
  have h : 4 * m ^ 2 / (4 * m ^ 2 / (1 - b ^ 2)) = 1 - b ^ 2 := by field_simp
  rw [velocity, pairMassSq, h, sub_sub_cancel, Real.sqrt_sq hb.1.le]

/-- For `m > 0`, velocities between 0 and 1 cover exactly the squared invariant masses above the
threshold `4m²`. -/
theorem image_pairMassSq {m : ℝ} (hm : 0 < m) :
    pairMassSq m '' Ioo 0 1 = Ioi (4 * m ^ 2) := by
  have hM : 0 < 4 * m ^ 2 := by positivity
  ext s
  constructor
  · rintro ⟨b, hb, rfl⟩
    have hD : 0 < 1 - b ^ 2 := by nlinarith [hb.1, hb.2]
    rw [mem_Ioi, pairMassSq, lt_div_iff₀ hD]
    nlinarith [mul_pos hM (pow_pos hb.1 2)]
  · intro hs
    have hs' : 4 * m ^ 2 < s := hs
    have h0 : 0 < s := hM.trans hs'
    have hx : 0 < 4 * m ^ 2 / s := div_pos hM h0
    have hx1 : 4 * m ^ 2 / s < 1 := (div_lt_one h0).2 hs'
    refine ⟨velocity m s, ⟨Real.sqrt_pos.2 (by linarith), ?_⟩, ?_⟩
    · exact (Real.sqrt_lt' one_pos).2 (by linarith)
    · rw [pairMassSq, velocity, Real.sq_sqrt (by linarith), sub_sub_cancel]
      field_simp

/-- For `m > 0`, averaging `φ` with the spectral density above threshold is the same as
averaging `φ(4m²/(1-b²))` with the velocity weight. -/
theorem spectral_integral_eq {m : ℝ} (hm : 0 < m) (φ : ℝ → ℝ) :
    ∫ s in Ioi (4 * m ^ 2), spectralDensity m s * φ s =
      ∫ b in Ioo (0 : ℝ) 1, velocityWeight b * φ (pairMassSq m b) := by
  have hd : ∀ b ∈ Ioo (0 : ℝ) 1, HasDerivWithinAt (pairMassSq m)
      (8 * m ^ 2 * b / (1 - b ^ 2) ^ 2) (Ioo 0 1) b := by
    intro b hb
    have hD : 1 - b ^ 2 ≠ 0 := by nlinarith [hb.1, hb.2]
    have h : HasDerivAt (fun x : ℝ => 1 - x ^ 2) (-(2 * b)) b :=
      ((hasDerivAt_pow 2 b).const_sub 1).congr_deriv (by simp)
    exact (((hasDerivAt_const b (4 * m ^ 2)).fun_div h hD).congr_deriv
      (by ring)).hasDerivWithinAt
  have hinj : InjOn (pairMassSq m) (Ioo 0 1) := fun b hb c hc h =>
    (velocity_pairMassSq hm hb).symm.trans
      ((congrArg (velocity m) h).trans (velocity_pairMassSq hm hc))
  rw [← image_pairMassSq hm,
    integral_image_eq_integral_abs_deriv_smul measurableSet_Ioo hd hinj]
  refine setIntegral_congr_fun measurableSet_Ioo (fun b hb => ?_)
  show |8 * m ^ 2 * b / (1 - b ^ 2) ^ 2| *
    (spectralDensity m (pairMassSq m b) * φ (pairMassSq m b)) =
      velocityWeight b * φ (pairMassSq m b)
  have hb0 := hb.1
  have hD : 1 - b ^ 2 ≠ 0 := by nlinarith [hb.1, hb.2]
  -- the Jacobian cancels the prefactor of the density up to one power of `b`
  have hj : ∀ D : ℝ, D ≠ 0 →
      8 * m ^ 2 * b / D ^ 2 * (2 * m ^ 2 / (4 * m ^ 2 / D) ^ 2) = b := by
    intro D hD
    field_simp
    norm_num
  have hj' : 8 * m ^ 2 * b / (1 - b ^ 2) ^ 2 * (2 * m ^ 2 / pairMassSq m b ^ 2) = b :=
    hj _ hD
  rw [abs_of_nonneg (by positivity), spectralDensity, velocity_pairMassSq hm hb,
    velocityWeight]
  linear_combination (Real.log ((1 + b) / (1 - b)) * φ (pairMassSq m b)) * hj'

/-- Sum rule: for every mass `m > 0` the spectral density has unit area above threshold. -/
theorem spectral_sum_rule {m : ℝ} (hm : 0 < m) :
    ∫ s in Ioi (4 * m ^ 2), spectralDensity m s = 1 := by
  have h := spectral_integral_eq hm (fun _ => 1)
  simp only [mul_one] at h
  rw [h, velocityWeight_integral.2]

/-- As the mass tends to zero from above, the spectral density acts as a unit delta function at
zero invariant mass on every measurable `φ` bounded on `s > 0` and continuous at `0`. -/
theorem spectralDensity_tendsto_delta {φ : ℝ → ℝ} {C : ℝ} (hφ : Measurable φ)
    (hC : ∀ s, 0 < s → |φ s| ≤ C) (h0 : ContinuousAt φ 0) :
    Tendsto (fun m => ∫ s in Ioi (4 * m ^ 2), spectralDensity m s * φ s)
      (𝓝[>] 0) (𝓝 (φ 0)) := by
  obtain ⟨hi, h1⟩ := velocityWeight_integral
  -- dominated convergence at fixed velocity
  have h : Tendsto (fun m => ∫ b in Ioo (0 : ℝ) 1, velocityWeight b * φ (pairMassSq m b))
      (𝓝[>] 0) (𝓝 (∫ b in Ioo (0 : ℝ) 1, velocityWeight b * φ 0)) := by
    refine tendsto_integral_filter_of_dominated_convergence
      (fun b => velocityWeight b * C) ?_ ?_ (hi.mul_const C) ?_
    · refine Eventually.of_forall fun m => ?_
      have hp : Measurable (pairMassSq m) := by
        show Measurable (fun b : ℝ => 4 * m ^ 2 / (1 - b ^ 2))
        fun_prop
      exact hi.aestronglyMeasurable.mul (hφ.comp hp).aestronglyMeasurable
    · filter_upwards [self_mem_nhdsWithin] with m hm
      filter_upwards [ae_restrict_mem measurableSet_Ioo] with b hb
      have hm' : 0 < m := hm
      have hD : 0 < 1 - b ^ 2 := by nlinarith [hb.1, hb.2]
      have hs : 0 < pairMassSq m b := div_pos (by positivity) hD
      rw [norm_mul, Real.norm_of_nonneg (velocityWeight_nonneg hb)]
      exact mul_le_mul_of_nonneg_left (hC _ hs) (velocityWeight_nonneg hb)
    · refine Eventually.of_forall fun b => ?_
      have hc : Continuous fun m : ℝ => pairMassSq m b :=
        (continuous_const.mul (continuous_id.pow 2)).div_const _
      have ht : Tendsto (fun m : ℝ => pairMassSq m b) (𝓝[>] 0) (𝓝 0) :=
        (hc.tendsto' 0 0 (by simp [pairMassSq])).mono_left nhdsWithin_le_nhds
      exact (h0.tendsto.comp ht).const_mul _
  rw [integral_mul_const, h1, one_mul] at h
  refine h.congr' ?_
  filter_upwards [self_mem_nhdsWithin] with m hm
  exact (spectral_integral_eq hm φ).symm

/-- For `Q ≠ 0` the dispersion integral of the spectral density at spacelike momentum `Q`
tends to the massless pole `1/Q²` as the fermion mass tends to zero from above. -/
theorem dispersion_integral_tendsto_pole {Q : ℝ} (hQ : Q ≠ 0) :
    Tendsto (fun m => ∫ s in Ioi (4 * m ^ 2), spectralDensity m s * (1 / (s + Q ^ 2)))
      (𝓝[>] 0) (𝓝 (1 / Q ^ 2)) := by
  have hQ2 : 0 < Q ^ 2 := by positivity
  have hm : Measurable fun s : ℝ => 1 / (s + Q ^ 2) := by fun_prop
  have hc : ContinuousAt (fun s : ℝ => 1 / (s + Q ^ 2)) 0 :=
    continuousAt_const.div (continuousAt_id.add continuousAt_const) (by simpa using hQ)
  have hb : ∀ s : ℝ, 0 < s → |1 / (s + Q ^ 2)| ≤ 1 / Q ^ 2 := by
    intro s hs
    rw [abs_of_pos (by positivity)]
    exact one_div_le_one_div_of_le hQ2 (by linarith)
  have h := spectralDensity_tendsto_delta hm hb hc
  simpa only [zero_add] using h

end AnomalySpectralFunction
```

```lean
#print axioms AnomalySpectralFunction.spectral_sum_rule
#print axioms AnomalySpectralFunction.spectralDensity_tendsto_delta
#print axioms AnomalySpectralFunction.dispersion_integral_tendsto_pole
```

```
'AnomalySpectralFunction.spectral_sum_rule' depends on axioms: [propext, Classical.choice, Quot.sound]
'AnomalySpectralFunction.spectralDensity_tendsto_delta' depends on axioms: [propext, Classical.choice, Quot.sound]
'AnomalySpectralFunction.dispersion_integral_tendsto_pole' depends on axioms: [propext, Classical.choice, Quot.sound]
```

## How the lemmas fit together

`velocityWeight`, `pairMassSq`, `velocity` and `spectralDensity` are $w$, $s$, $v$ and $\rho_m$. `weightPrimitive` is $W$, with the logarithm split so that continuity at $b=1$ follows from that of $x\ln x$. Its derivative and the positivity of $w$ give integrability and unit weight in `velocityWeight_integral`.

The change of variable uses Mathlib's `integral_image_eq_integral_abs_deriv_smul`. It asks for a measurable set, a derivative at each of its points and injectivity, so the infinite upper limit needs no separate treatment. `velocity_pairMassSq` supplies injectivity, `image_pairMassSq` identifies the image as $s>4m^2$, `field_simp` and `norm_num` prove the Jacobian cancellation, and `linear_combination` inserts it into the integrand. `spectral_sum_rule` is the case $\varphi=1$.

`spectralDensity_tendsto_delta` applies dominated convergence in $b$, then returns to $s$. `dispersion_integral_tendsto_pole` checks its hypotheses for $1/(s+Q^2)$.

## Exact limits, with no rate and no graph calculation

The filter `𝓝[>] 0` means $m\to0$ through positive values. `ContinuousAt φ 0` is two-sided; a function given only for $s\ge0$ and continuous there at $0$ can be extended by $\varphi(0)$ to negative $s$. The delta function has full weight, not half, although the density lies entirely at $s>0$.

The theorems give no convergence rate and no quadrature error. The formula for $\rho_m$ enters as a definition: its derivation from the absorptive part of the triangle graph is the step that links these integrals to QED.
